# The squared gradient of |m| vanishes on a conical spin spiral, while that of m is a²q²

For a magnetisation $m(z)\in\mathbb R^3$ that is differentiable and nonzero at $z$, the squared derivative of its magnitude never exceeds that of the vector: $(|m|')^2\le|m'|^2$. Constant rotations change neither quantity. On the planar spiral $(\cos qz,\sin qz,0)$ the two are $0$ and $q^2$, so at fixed charge density a GGA exchange-correlation term that sees $m$ only through $|m|$ and $(|m|')^2$ should not distinguish the spiral from a uniform magnetisation of the same magnitude. Can this be derived step by step and stated in Lean 4, so that the proof is machine-checked?

## Only the part of m′ along m changes |m|

Yes, and the inequality comes from an exact splitting. Write a prime for $d/dz$. Differentiating $|m|^2=m\cdot m$ gives $2\,m\cdot m'$, so where $m\neq0$ the chain rule for the square root gives

$$|m|'=\frac{2\,m\cdot m'}{2|m|}=\frac{m\cdot m'}{|m|}.$$

For vectors $v,w$ with components $v_i,w_i$,

$$(v\cdot w)^2=\sum_i v_i^2w_i^2+2\sum_{i<j}v_iw_iv_jw_j,$$
$$|v\times w|^2=\sum_{i<j}(v_iw_j-v_jw_i)^2=\sum_{i\ne j}v_i^2w_j^2-2\sum_{i<j}v_iw_iv_jw_j.$$

The sum is $|v|^2|w|^2$, which is Lagrange's identity. With $v=m$ and $w=m'$, division by $|m|^2$ yields

$$|m'|^2=(|m|')^2+\frac{|m\times m'|^2}{|m|^2}.$$

The last term is nonnegative, which proves the inequality. Equality holds exactly when $m\times m'=0$, that is, when the direction of $m$ is not turning at $z$.

Let $R$ be a constant matrix with $R^TR=1$. Then $(Rv)\cdot(Rv)=v\cdot R^TRv=v\cdot v$ and $(Rm)'=Rm'$, so both squared gradients are invariant.

For the conical spiral $m=(a\cos qz,a\sin qz,b)$, the magnitude $\sqrt{a^2+b^2}$ is constant, so $(|m|')^2=0$. The derivative is $m'=(-aq\sin qz,aq\cos qz,0)$, so $|m'|^2=a^2q^2$. The planar spiral is $a=1$, $b=0$.

## What the Lean statements say

The magnetisation is a function `m : ℝ → Fin 3 → ℝ` of one coordinate. `magnitude` is the Euclidean length, defined through the dot product because Mathlib's default norm on `Fin 3 → ℝ` is the largest absolute component. `projectedGradSq` is $(|m|')^2$ and `fullGradSq` is $|m'|^2$.

The hypotheses `DifferentiableAt ℝ m z` and `m z ≠ 0` carry the splitting, the inequality and its equality case. Lean's `deriv` returns zero where no derivative exists, so `projectedGradSq_le_fullGradSq` also concludes that $|m|$ is differentiable.

The rotation theorem assumes differentiability of $m$ but not $m\neq0$. At a zero of $m$ where $|m|$ has a kink, its claim about `projectedGradSq` only compares two default zeros. Its condition `Rᵀ * R = 1` admits improper rotations too, but $R$ may not vary with $z$.

In `projected_gga_misses_spiral`, `F` is an arbitrary function of $|m|$ and $(|m|')^2$. Its value at each point is the same on the spiral as on the uniform state $q=0$, whereas `fullGradSq` differs everywhere if $a$ and $q$ are nonzero. For such a one-dimensional spiral with $a$, $b$ and the charge density held fixed, a semilocal exchange-correlation term of this form therefore adds nothing to the dependence of the energy on $q$. The kinetic energy can still depend on $q$. Self-consistent changes of the density or of $|m|$ are not modelled.

```lean
import Mathlib

open Matrix

namespace NoncollinearGradients

noncomputable section

/-- The magnitude `|v|` of a magnetisation vector. -/
def magnitude (v : Fin 3 → ℝ) : ℝ := √(v ⬝ᵥ v)

/-- The projected squared gradient `(d|m|/dz)²`, for magnetisations whose magnitude is
differentiable at `z`. -/
def projectedGradSq (m : ℝ → Fin 3 → ℝ) (z : ℝ) : ℝ :=
  (deriv (fun t => magnitude (m t)) z) ^ 2

/-- The full squared gradient `|dm/dz|²`, for magnetisations differentiable at `z`. -/
def fullGradSq (m : ℝ → Fin 3 → ℝ) (z : ℝ) : ℝ :=
  deriv m z ⬝ᵥ deriv m z

/-- The conical spin spiral `(a cos qz, a sin qz, b)` with wave number `q`. -/
def spiral (a b q : ℝ) (z : ℝ) : Fin 3 → ℝ :=
  ![a * Real.cos (q * z), a * Real.sin (q * z), b]

/-- A nonzero magnetisation vector has positive squared length. -/
theorem dot_self_pos {v : Fin 3 → ℝ} (hv : v ≠ 0) : 0 < v ⬝ᵥ v := by
  have h0 : 0 ≤ v ⬝ᵥ v := Finset.sum_nonneg fun i _ => mul_self_nonneg (v i)
  exact lt_of_le_of_ne h0 fun h => hv (dotProduct_self_eq_zero.mp h.symm)

/-- Where the magnetisation is differentiable and nonzero, its magnitude has the derivative
`m · m' / |m|`. -/
theorem hasDerivAt_magnitude {m : ℝ → Fin 3 → ℝ} {v : Fin 3 → ℝ} {z : ℝ}
    (hm : HasDerivAt m v z) (h0 : m z ≠ 0) :
    HasDerivAt (fun t => magnitude (m t)) (m z ⬝ᵥ v / magnitude (m z)) z := by
  have hc : ∀ i, HasDerivAt (fun t => m t i) (v i) z := hasDerivAt_pi.mp hm
  -- differentiate the squared length, then its square root
  have hd : HasDerivAt (fun t => m t ⬝ᵥ m t) (2 * (m z ⬝ᵥ v)) z := by
    have h := (((hc 0).fun_mul (hc 0)).fun_add ((hc 1).fun_mul (hc 1))).fun_add
      ((hc 2).fun_mul (hc 2))
    simp only [dotProduct, Fin.sum_univ_three]
    exact h.congr_deriv (by ring)
  have h := hd.sqrt (dot_self_pos h0).ne'
  exact h.congr_deriv (mul_div_mul_left _ _ two_ne_zero)

/-- Lagrange's identity: `(v · w)² + |v × w|² = |v|² |w|²`. -/
theorem lagrange_identity (v w : Fin 3 → ℝ) :
    (v ⬝ᵥ w) ^ 2 + (v ⨯₃ w) ⬝ᵥ (v ⨯₃ w) = (v ⬝ᵥ v) * (w ⬝ᵥ w) := by
  simp [cross_apply, dotProduct, Fin.sum_univ_three]
  ring

/-- Where the magnetisation is differentiable and nonzero, the full squared gradient is the
projected one plus the transverse part `|m × m'|² / |m|²`. -/
theorem fullGradSq_eq_projected_add_transverse {m : ℝ → Fin 3 → ℝ} {z : ℝ}
    (hm : DifferentiableAt ℝ m z) (h0 : m z ≠ 0) :
    fullGradSq m z = projectedGradSq m z +
      ((m z) ⨯₃ (deriv m z)) ⬝ᵥ ((m z) ⨯₃ (deriv m z)) / (m z ⬝ᵥ m z) := by
  have hD := (hasDerivAt_magnitude hm.hasDerivAt h0).deriv
  have hp := dot_self_pos h0
  have hs : magnitude (m z) ^ 2 = m z ⬝ᵥ m z := Real.sq_sqrt hp.le
  unfold fullGradSq projectedGradSq
  rw [hD, div_pow, hs, ← add_div, lagrange_identity, mul_div_cancel_left₀ _ hp.ne']

/-- Where the magnetisation is differentiable and nonzero, its magnitude is differentiable and
the projected squared gradient is at most the full one. -/
theorem projectedGradSq_le_fullGradSq {m : ℝ → Fin 3 → ℝ} {z : ℝ}
    (hm : DifferentiableAt ℝ m z) (h0 : m z ≠ 0) :
    DifferentiableAt ℝ (fun t => magnitude (m t)) z ∧
      projectedGradSq m z ≤ fullGradSq m z := by
  refine ⟨(hasDerivAt_magnitude hm.hasDerivAt h0).differentiableAt, ?_⟩
  have hc : 0 ≤ ((m z) ⨯₃ (deriv m z)) ⬝ᵥ ((m z) ⨯₃ (deriv m z)) :=
    Finset.sum_nonneg fun i _ => mul_self_nonneg _
  rw [fullGradSq_eq_projected_add_transverse hm h0]
  exact le_add_of_nonneg_right (div_nonneg hc (dot_self_pos h0).le)

/-- Where the magnetisation is differentiable and nonzero, the two squared gradients agree
exactly when `m × m' = 0`. -/
theorem projectedGradSq_eq_fullGradSq_iff {m : ℝ → Fin 3 → ℝ} {z : ℝ}
    (hm : DifferentiableAt ℝ m z) (h0 : m z ≠ 0) :
    projectedGradSq m z = fullGradSq m z ↔ (m z) ⨯₃ (deriv m z) = 0 := by
  rw [fullGradSq_eq_projected_add_transverse hm h0]
  constructor
  · intro h
    have ht : ((m z) ⨯₃ (deriv m z)) ⬝ᵥ ((m z) ⨯₃ (deriv m z)) / (m z ⬝ᵥ m z) = 0 := by
      linarith
    rcases div_eq_zero_iff.mp ht with h | h
    · exact dotProduct_self_eq_zero.mp h
    · exact absurd h (dot_self_pos h0).ne'
  · intro h
    rw [h]
    simp

/-- A constant orthogonal matrix `R` applied to a differentiable magnetisation leaves it
differentiable and changes neither the projected nor the full squared gradient. -/
theorem gradients_rotation_invariant {m : ℝ → Fin 3 → ℝ} {z : ℝ}
    (R : Matrix (Fin 3) (Fin 3) ℝ) (hR : Rᵀ * R = 1) (hm : DifferentiableAt ℝ m z) :
    DifferentiableAt ℝ (fun t => R *ᵥ m t) z ∧
      projectedGradSq (fun t => R *ᵥ m t) z = projectedGradSq m z ∧
      fullGradSq (fun t => R *ᵥ m t) z = fullGradSq m z := by
  have hdot : ∀ v : Fin 3 → ℝ, (R *ᵥ v) ⬝ᵥ (R *ᵥ v) = v ⬝ᵥ v := by
    intro v
    rw [Matrix.dotProduct_mulVec, ← Matrix.mulVec_transpose, Matrix.mulVec_mulVec, hR,
      Matrix.one_mulVec]
  -- a constant matrix commutes with the derivative
  have hd : HasDerivAt (fun t => R *ᵥ m t) (R *ᵥ deriv m z) z := by
    refine hasDerivAt_pi.mpr fun i => ?_
    simp only [Matrix.mulVec, dotProduct]
    exact HasDerivAt.fun_sum fun j _ =>
      (hasDerivAt_pi.mp hm.hasDerivAt j).const_mul (R i j)
  refine ⟨hd.differentiableAt, ?_, ?_⟩
  · simp only [projectedGradSq, magnitude, hdot]
  · unfold fullGradSq
    rw [hd.deriv, hdot]

/-- The spiral has the same magnitude `√(a² + b²)` at every point. -/
theorem magnitude_spiral (a b q z : ℝ) :
    magnitude (spiral a b q z) = √(a ^ 2 + b ^ 2) := by
  unfold magnitude
  congr 1
  simp [spiral, dotProduct, Fin.sum_univ_three]
  linear_combination a ^ 2 * Real.sin_sq_add_cos_sq (q * z)

/-- For the spiral `(a cos qz, a sin qz, b)` the projected squared gradient is `0` and the
full one is `a² q²`. -/
theorem spiral_gradients (a b q z : ℝ) :
    projectedGradSq (spiral a b q) z = 0 ∧ fullGradSq (spiral a b q) z = a ^ 2 * q ^ 2 := by
  have hl : HasDerivAt (fun t : ℝ => q * t) q z :=
    ((hasDerivAt_id' z).const_mul q).congr_deriv (mul_one q)
  have h1 : HasDerivAt (fun t => a * Real.cos (q * t)) (-(a * q * Real.sin (q * z))) z :=
    (hl.cos.const_mul a).congr_deriv (by ring)
  have h2 : HasDerivAt (fun t => a * Real.sin (q * t)) (a * q * Real.cos (q * z)) z :=
    (hl.sin.const_mul a).congr_deriv (by ring)
  have h3 : HasDerivAt (fun _ : ℝ => b) 0 z := hasDerivAt_const z b
  have hd : HasDerivAt (spiral a b q)
      ![-(a * q * Real.sin (q * z)), a * q * Real.cos (q * z), 0] z := by
    refine hasDerivAt_pi.mpr fun i => ?_
    fin_cases i
    exacts [h1, h2, h3]
  constructor
  · have hc : (fun t => magnitude (spiral a b q t)) = fun _ => √(a ^ 2 + b ^ 2) :=
      funext fun t => magnitude_spiral a b q t
    rw [projectedGradSq, hc, deriv_const]
    norm_num
  · rw [fullGradSq, hd.deriv]
    simp [dotProduct, Fin.sum_univ_three]
    linear_combination a ^ 2 * q ^ 2 * Real.sin_sq_add_cos_sq (q * z)

/-- Every integrand `F(|m|, (d|m|/dz)²)` takes the same value on the spiral as on the uniform
state `q = 0`, whereas the full squared gradient differs between them if `a` and `q` are
nonzero. -/
theorem projected_gga_misses_spiral {a q : ℝ} (b : ℝ) (ha : a ≠ 0) (hq : q ≠ 0) :
    (∀ (F : ℝ → ℝ → ℝ) (z : ℝ),
      F (magnitude (spiral a b q z)) (projectedGradSq (spiral a b q) z) =
        F (magnitude (spiral a b 0 z)) (projectedGradSq (spiral a b 0) z)) ∧
      ∀ z, fullGradSq (spiral a b q) z ≠ fullGradSq (spiral a b 0) z := by
  constructor
  · intro F z
    rw [magnitude_spiral a b q z, magnitude_spiral a b 0 z, (spiral_gradients a b q z).1,
      (spiral_gradients a b 0 z).1]
  · intro z
    rw [(spiral_gradients a b q z).2, (spiral_gradients a b 0 z).2]
    simp [ha, hq]

end

end NoncollinearGradients
```

```lean
#print axioms NoncollinearGradients.projectedGradSq_le_fullGradSq
#print axioms NoncollinearGradients.gradients_rotation_invariant
#print axioms NoncollinearGradients.spiral_gradients
#print axioms NoncollinearGradients.projected_gga_misses_spiral
```

```
'NoncollinearGradients.projectedGradSq_le_fullGradSq' depends on axioms: [propext, Classical.choice, Quot.sound]
'NoncollinearGradients.gradients_rotation_invariant' depends on axioms: [propext, Classical.choice, Quot.sound]
'NoncollinearGradients.spiral_gradients' depends on axioms: [propext, Classical.choice, Quot.sound]
'NoncollinearGradients.projected_gga_misses_spiral' depends on axioms: [propext, Classical.choice, Quot.sound]
```

## From the chain rule to the spiral in Lean

`hasDerivAt_magnitude` differentiates the three squared components, adds them, and applies the square-root rule; Mathlib's form of this rule asks for a nonzero argument, which follows from `dot_self_pos`. `lagrange_identity` expands the components and leaves the cancellation to `ring`.

`fullGradSq_eq_projected_add_transverse` inserts the derivative of $|m|$, puts both terms over $|m|^2$ and applies Lagrange's identity. The inequality then follows from a sum of squares being nonnegative. For the equality case, `linarith` isolates the transverse term, and a vector whose dot product with itself vanishes must be zero.

In `gradients_rotation_invariant`, `hdot` is the preservation of length and `hd` moves $R$ through the derivative component by component.

For the spiral, `magnitude_spiral` and `spiral_gradients` both use $\sin^2+\cos^2=1$ through `linear_combination`, once for the length of $m$ and once for that of $m'$. The final theorem substitutes these values: both arguments of `F` agree, while $a^2q^2\neq0$ separates the full gradients.
